# Nonnegative intersite couplings and equal row sums of the response matrix make the uniform pattern a leading magnetic mode

Let $J$ be a real response matrix on a finite, nonempty set of sites. If its couplings between different sites are nonnegative and every row sums to $c$, the uniform magnetisation pattern is an eigenvector with eigenvalue $c$, and no real eigenvalue exceeds $c$. Without the sign condition this can fail: the matrix $\begin{pmatrix}2&-1\\-1&2\end{pmatrix}$ has eigenvalue 1 for the uniform pattern and 3 for the staggered one.

## Moments, induced fields and temperature

Each site $i$ carries one real moment $m_i$. The pattern $m$ induces the field $\sum_j J_{ij}m_j$ at site $i$. A nonzero pattern is a mode of strength $\mu$ if this field is proportional to the pattern itself:
$$\sum_j J_{ij}m_j=\mu\,m_i\quad\text{for every } i.$$

A nonnegative $J_{ij}$ with $i\neq j$ is a ferromagnetic coupling, or none: a moment at $j$ never induces an opposing field at $i$. Equal row sums mean that every site feels the same field when all moments are equal, as on a periodic lattice of equivalent sites. The self-response $J_{ii}$ may have either sign.

The cost of a small magnetisation is measured by the quadratic Landau form
$$L_T(m)=T\sum_i m_i^2-\sum_{i,j}m_iJ_{ij}m_j .$$
Here $T$ is the inverse susceptibility of a single site before any induced field, including its self-response, is counted. For a Curie law it is the temperature in suitable units. The unmagnetised state is stable at this order if $L_T(m)>0$ for every $m\neq0$.

If $J$ is symmetric, with nonnegative couplings between different sites and all row sums equal to $c$, this happens exactly when $T>c$. In such a quadratic mean-field model with one moment component per site, a Curie law and a temperature-independent $J$, a positive row sum therefore gives the instability temperature without a diagonalisation.

## What the Lean theorems say

The finite type `n` labels the sites, `J : Matrix n n ℝ` is the response matrix and `m : n → ℝ` is a pattern. `IsMode J μ m` is the mode equation together with `m ≠ 0`, and `landauForm J T m` is $L_T(m)$. The double sum in it counts each pair of different sites twice, and a positive coupling lowers the form when the two moments have the same sign.

The hypothesis `hJ` is the sign condition for different sites, and `hc` says that all row sums equal $c$. Under these two, `uniform_mode_leads` states that the uniform pattern has strength $c$ and that every mode has strength at most $c$. Symmetry is not needed here. Strengths and patterns are real, so complex eigenvalues of a nonsymmetric $J$ are not addressed.

`staggered_mode_leads` takes signs $s_i=\pm1$, encoded as `s i * s i = 1`, and places the same two conditions on $s_iJ_{ij}s_j$. The pattern $s$ then has strength $c$, and no mode is stronger.

Four further theorems assume that $J$ is symmetric (`hS`) and that all row sums equal $c$. All but the first also assume the sign condition:

- `landauForm_eq` rewrites the Landau form as $(T-c)\sum_im_i^2$ plus a sum of squared differences between moments, weighted by the couplings.
- `stable_iff` gives the stability criterion $T>c$.
- `leading_mode_iff` says that a nonzero pattern has strength $c$ exactly when positively coupled sites carry equal moments.
- `leading_mode_uniform` adds the hypothesis `hconn`, that any two sites are linked by a chain of positive couplings, and concludes that every mode of strength $c$ is uniform.

The model is finite and has scalar moments. Stability refers to the quadratic form only, so a discontinuous transition driven by higher-order terms is not covered.

## The site with the largest moment sets the bound

Let $m$ be a mode of strength $\mu$, and let $i$ be a site where $|m_i|$ is largest. Since $m\neq0$, we have $m_i^2>0$. Multiply the mode equation at $i$ by $m_i$ and subtract $c\,m_i^2=\sum_jJ_{ij}m_i^2$:
$$(\mu-c)\,m_i^2=\sum_jJ_{ij}\,(m_im_j-m_i^2).$$
The term $j=i$ vanishes. For $j\neq i$ the coupling is nonnegative, and
$$m_im_j-m_i^2\le|m_i||m_j|-|m_i|^2\le0 .$$
The right-hand side is therefore at most zero, and $\mu\le c$. The uniform pattern $m_j=1$ attains the bound, because its induced field at every site is the row sum $c$.

## Flipped axes turn staggered order into uniform order

Let $s_i=\pm1$, and suppose that $J'_{ij}=s_iJ_{ij}s_j$ is nonnegative for $i\neq j$ and has all row sums equal to $c$. Let $m$ be a mode of $J$ of strength $\mu$, and set $m'_i=s_im_i$. Because $s_j^2=1$,
$$\sum_jJ'_{ij}m'_j=s_i\sum_jJ_{ij}m_j=\mu\,m'_i ,$$
and $m'$ is nonzero if $m$ is. Every mode of $J$ thus becomes a mode of $J'$ with the same strength, and the previous bound gives $\mu\le c$. The pattern $s$ itself has strength $c$:
$$\sum_jJ_{ij}s_j=s_i\sum_js_iJ_{ij}s_j=c\,s_i .$$

For the two-site matrix above, the uniform pattern $(1,1)/\sqrt2$ gives $2-1=1$. The staggered pattern $(1,-1)/\sqrt2$ gives $2+1=3$. Flipping the second axis turns the matrix into $\begin{pmatrix}2&1\\1&2\end{pmatrix}$, whose row sums are 3.

## Squared differences between moments give the stability criterion

Let $J$ be symmetric, so that its column sums also equal $c$. Expanding the square gives
$$\sum_{i,j}J_{ij}(m_i-m_j)^2=2c\sum_im_i^2-2\sum_{i,j}m_iJ_{ij}m_j ,$$
and hence
$$L_T(m)=(T-c)\sum_im_i^2+\tfrac12\sum_{i,j}J_{ij}(m_i-m_j)^2 .$$

Under the sign condition the last sum is nonnegative. If $T>c$, the form is positive for every $m\neq0$. Conversely, the uniform pattern on $N$ sites gives $L_T=(T-c)N$, or $T-c$ after normalisation, so stability requires $T>c$.

If $m$ has strength $c$, then $\sum_{i,j}m_iJ_{ij}m_j=c\sum_im_i^2$, and so $L_c(m)=0$. Every term $J_{ij}(m_i-m_j)^2$ must then vanish, which forces $m_i=m_j$ wherever $J_{ij}>0$.

In the other direction, suppose that positively coupled sites carry equal moments. Then $J_{ij}m_j=J_{ij}m_i$ for all $i,j$: either $j=i$, or $J_{ij}=0$, or the moments agree. Summing over $j$ gives $\sum_jJ_{ij}m_j=c\,m_i$. On a connected network the equality passes along chains of positive couplings, so the pattern is uniform.

## The complete Lean file

```lean
import Mathlib

open Finset

namespace LeadingMagneticInstability

noncomputable section

variable {n : Type*} [Fintype n]

/-- A nonzero magnetisation pattern `m` is a mode of strength `μ` if the field it induces
through the response matrix `J` is `μ` times the pattern itself. -/
def IsMode (J : Matrix n n ℝ) (μ : ℝ) (m : n → ℝ) : Prop :=
  m ≠ 0 ∧ ∀ i, ∑ j, J i j * m j = μ * m i

/-- The quadratic Landau form `T |m|² - m·J m` of a magnetisation pattern `m`. -/
def landauForm (J : Matrix n n ℝ) (T : ℝ) (m : n → ℝ) : ℝ :=
  T * ∑ i, m i ^ 2 - ∑ i, ∑ j, m i * J i j * m j

/-- With nonnegative couplings between different sites and equal row sums `c`,
no mode has strength above `c`. -/
theorem mode_strength_le {J : Matrix n n ℝ} {c μ : ℝ} {m : n → ℝ}
    (hJ : ∀ i j, i ≠ j → 0 ≤ J i j) (hc : ∀ i, ∑ j, J i j = c)
    (h : IsMode J μ m) : μ ≤ c := by
  obtain ⟨hm, he⟩ := h
  obtain ⟨k, hk⟩ := Function.ne_iff.mp hm
  have hne : Nonempty n := ⟨k⟩
  -- look at the site with the largest moment
  obtain ⟨i, hi⟩ := Finite.exists_max (fun i => |m i|)
  have hpos : 0 < m i ^ 2 := by
    have h3 : 0 < |m i| := lt_of_lt_of_le (abs_pos.mpr hk) (hi k)
    rw [← sq_abs]
    exact pow_pos h3 2
  have hsum : ∑ j, J i j * (m i * m j - m i ^ 2) = (μ - c) * m i ^ 2 := by
    calc ∑ j, J i j * (m i * m j - m i ^ 2)
        = m i * ∑ j, J i j * m j - (∑ j, J i j) * m i ^ 2 := by
          rw [Finset.mul_sum, Finset.sum_mul, ← Finset.sum_sub_distrib]
          exact Finset.sum_congr rfl fun j _ => by ring
      _ = (μ - c) * m i ^ 2 := by rw [he i, hc i]; ring
  have hle : ∑ j, J i j * (m i * m j - m i ^ 2) ≤ 0 := by
    refine Finset.sum_nonpos fun j _ => ?_
    by_cases hij : i = j
    · subst hij
      exact le_of_eq (by ring)
    · refine mul_nonpos_iff.mpr (Or.inl ⟨hJ i j hij, ?_⟩)
      have h1 : m i * m j ≤ |m i| * |m j| := by
        rw [← abs_mul]
        exact le_abs_self _
      have h2 : |m i| * |m j| ≤ |m i| * |m i| :=
        mul_le_mul_of_nonneg_left (hi j) (abs_nonneg _)
      nlinarith [abs_mul_abs_self (m i)]
  by_contra hlt
  have hlt' : c < μ := not_le.mp hlt
  nlinarith [mul_pos (sub_pos.mpr hlt') hpos]

/-- With nonnegative couplings between different sites and equal row sums `c`, the uniform
pattern is a mode of strength `c`, and every mode has strength at most `c`. -/
theorem uniform_mode_leads [Nonempty n] {J : Matrix n n ℝ} {c : ℝ}
    (hJ : ∀ i j, i ≠ j → 0 ≤ J i j) (hc : ∀ i, ∑ j, J i j = c) :
    IsMode J c (fun _ => 1) ∧ ∀ μ m, IsMode J μ m → μ ≤ c := by
  refine ⟨⟨fun h => ?_, fun i => ?_⟩, fun μ m h => mode_strength_le hJ hc h⟩
  · have h0 := congrFun h (Classical.arbitrary n)
    simp at h0
  · simp only [mul_one]
    exact hc i

/-- If flipping the local axes by signs `s` makes the couplings between different sites
nonnegative and the row sums equal to `c`, then the pattern `s` is a mode of strength `c`,
and every mode has strength at most `c`. -/
theorem staggered_mode_leads [Nonempty n] {J : Matrix n n ℝ} {c : ℝ} {s : n → ℝ}
    (hs : ∀ i, s i * s i = 1) (hJ : ∀ i j, i ≠ j → 0 ≤ s i * J i j * s j)
    (hc : ∀ i, ∑ j, s i * J i j * s j = c) :
    IsMode J c s ∧ ∀ μ m, IsMode J μ m → μ ≤ c := by
  refine ⟨⟨fun h => ?_, fun i => ?_⟩, fun μ m h => ?_⟩
  · have h0 := hs (Classical.arbitrary n)
    rw [h] at h0
    simp at h0
  · rw [← hc i, Finset.sum_mul]
    refine Finset.sum_congr rfl fun j _ => ?_
    linear_combination (-(J i j * s j)) * hs i
  · -- in the flipped axes the pattern `m` becomes `s m`
    have h' : IsMode (fun i j => s i * J i j * s j : Matrix n n ℝ) μ
        (fun i => s i * m i) := by
      refine ⟨fun h0 => h.1 (funext fun i => ?_), fun i => ?_⟩
      · have h1 : s i * m i = 0 := congrFun h0 i
        change m i = 0
        linear_combination s i * h1 - m i * hs i
      · calc ∑ j, s i * J i j * s j * (s j * m j)
            = s i * ∑ j, J i j * m j := by
              rw [Finset.mul_sum]
              refine Finset.sum_congr rfl fun j _ => ?_
              linear_combination (s i * J i j * m j) * hs j
          _ = μ * (s i * m i) := by rw [h.2 i]; ring
    exact mode_strength_le hJ hc h'

/-- For symmetric `J` with row sums `c`, the Landau form is `(T - c) |m|²` plus half the sum of `J i
j * (m i - m j) ^ 2` over all `i` and `j`. -/
theorem landauForm_eq {J : Matrix n n ℝ} {c : ℝ} (hS : J.IsSymm)
    (hc : ∀ i, ∑ j, J i j = c) (T : ℝ) (m : n → ℝ) :
    landauForm J T m =
      (T - c) * ∑ i, m i ^ 2 + 1 / 2 * ∑ i, ∑ j, J i j * (m i - m j) ^ 2 := by
  have h1 : ∑ i, ∑ j, J i j * m i ^ 2 = c * ∑ i, m i ^ 2 := by
    rw [Finset.mul_sum]
    refine Finset.sum_congr rfl fun i _ => ?_
    rw [← Finset.sum_mul, hc]
  have h2 : ∑ i, ∑ j, J i j * m j ^ 2 = c * ∑ i, m i ^ 2 := by
    rw [Finset.sum_comm, ← h1]
    refine Finset.sum_congr rfl fun x _ => Finset.sum_congr rfl fun y _ => ?_
    rw [hS.apply x y]
  -- expand the square
  have h3 : ∑ i, ∑ j, J i j * (m i - m j) ^ 2 = ∑ i, ∑ j, J i j * m i ^ 2
      + ∑ i, ∑ j, J i j * m j ^ 2 - 2 * ∑ i, ∑ j, m i * J i j * m j := by
    simp only [Finset.mul_sum, ← Finset.sum_add_distrib, ← Finset.sum_sub_distrib]
    exact Finset.sum_congr rfl fun i _ => Finset.sum_congr rfl fun j _ => by ring
  rw [h3, h1, h2, landauForm]
  ring

/-- For symmetric `J` with nonnegative couplings between different sites and row sums `c`,
the Landau form is positive for every nonzero pattern exactly when `T > c`. -/
theorem stable_iff [Nonempty n] {J : Matrix n n ℝ} {c : ℝ} (hS : J.IsSymm)
    (hJ : ∀ i j, i ≠ j → 0 ≤ J i j) (hc : ∀ i, ∑ j, J i j = c) (T : ℝ) :
    (∀ m : n → ℝ, m ≠ 0 → 0 < landauForm J T m) ↔ c < T := by
  constructor
  · intro h
    -- test with the uniform pattern
    have h1 := h (fun _ => 1) (uniform_mode_leads hJ hc).1.1
    have e : landauForm J T (fun _ => 1) = (T - c) * (Fintype.card n : ℝ) := by
      rw [landauForm_eq hS hc]
      simp
    rw [e] at h1
    have hcard : (0 : ℝ) ≤ (Fintype.card n : ℝ) := Nat.cast_nonneg _
    by_contra hn
    have hn' : T ≤ c := not_lt.mp hn
    nlinarith [mul_nonneg (sub_nonneg.mpr hn') hcard]
  · intro hT m hm
    obtain ⟨k, hk⟩ := Function.ne_iff.mp hm
    have hk' : m k ≠ 0 := hk
    have hpos : 0 < ∑ i, m i ^ 2 :=
      Finset.sum_pos' (fun i _ => sq_nonneg _) ⟨k, Finset.mem_univ k, by positivity⟩
    have hnn : 0 ≤ ∑ i, ∑ j, J i j * (m i - m j) ^ 2 := by
      refine Finset.sum_nonneg fun i _ => Finset.sum_nonneg fun j _ => ?_
      by_cases hij : i = j
      · simp [hij]
      · exact mul_nonneg (hJ i j hij) (sq_nonneg _)
    rw [landauForm_eq hS hc]
    linarith [mul_pos (sub_pos.mpr hT) hpos]

/-- For symmetric `J` with nonnegative couplings between different sites and row sums `c`,
a nonzero pattern is a mode of strength `c` exactly when positively coupled sites carry
equal moments. -/
theorem leading_mode_iff {J : Matrix n n ℝ} {c : ℝ} (hS : J.IsSymm)
    (hJ : ∀ i j, i ≠ j → 0 ≤ J i j) (hc : ∀ i, ∑ j, J i j = c)
    {m : n → ℝ} (hm : m ≠ 0) :
    IsMode J c m ↔ ∀ i j, 0 < J i j → m i = m j := by
  have hterm : ∀ i j, 0 ≤ J i j * (m i - m j) ^ 2 := by
    intro i j
    by_cases hij : i = j
    · simp [hij]
    · exact mul_nonneg (hJ i j hij) (sq_nonneg _)
  constructor
  · intro h i j hij
    -- the Landau form vanishes at `T = c`, hence so does every difference term
    have h0 : landauForm J c m = 0 := by
      rw [landauForm, Finset.mul_sum, ← Finset.sum_sub_distrib]
      refine Finset.sum_eq_zero fun a _ => ?_
      have h1 : ∑ b, m a * J a b * m b = m a * ∑ b, J a b * m b := by
        rw [Finset.mul_sum]
        exact Finset.sum_congr rfl fun b _ => by ring
      rw [h1, h.2 a]
      ring
    rw [landauForm_eq hS hc] at h0
    have hz : ∑ a, ∑ b, J a b * (m a - m b) ^ 2 = 0 := by linarith
    have hi := (Finset.sum_eq_zero_iff_of_nonneg
      (fun a _ => Finset.sum_nonneg fun b _ => hterm a b)).mp hz i (Finset.mem_univ i)
    have hj := (Finset.sum_eq_zero_iff_of_nonneg
      (fun b _ => hterm i b)).mp hi j (Finset.mem_univ j)
    have hsq := (mul_eq_zero.mp hj).resolve_left hij.ne'
    exact sub_eq_zero.mp (pow_eq_zero_iff (two_ne_zero)|>.mp hsq)
  · intro h
    refine ⟨hm, fun i => ?_⟩
    rw [← hc i, Finset.sum_mul]
    refine Finset.sum_congr rfl fun j _ => ?_
    by_cases hij : i = j
    · rw [hij]
    · rcases (hJ i j hij).eq_or_lt with h0 | h0
      · rw [← h0]; ring
      · rw [h i j h0]

/-- For symmetric `J` with nonnegative couplings between different sites and row sums `c`, if any
two sites are linked by a chain of positive couplings, then every mode of strength `c` is uniform.
-/
theorem leading_mode_uniform {J : Matrix n n ℝ} {c : ℝ} (hS : J.IsSymm)
    (hJ : ∀ i j, i ≠ j → 0 ≤ J i j) (hc : ∀ i, ∑ j, J i j = c)
    (hconn : ∀ i j, Relation.ReflTransGen (fun a b => 0 < J a b) i j)
    {m : n → ℝ} (h : IsMode J c m) (i j : n) : m i = m j := by
  have hstep := (leading_mode_iff hS hJ hc h.1).mp h
  have hp := hconn i j
  induction hp with
  | refl => rfl
  | tail _ hab ih => exact ih.trans (hstep _ _ hab)

/-- For two sites with the negative mutual coupling `-1` and self-response `2`, the uniform
pattern has strength `1` and the staggered pattern has strength `3`. -/
theorem negative_coupling_counterexample :
    IsMode !![(2 : ℝ), -1; -1, 2] 1 ![1, 1] ∧
      IsMode !![(2 : ℝ), -1; -1, 2] 3 ![1, -1] := by
  refine ⟨⟨fun h => ?_, fun i => ?_⟩, ⟨fun h => ?_, fun i => ?_⟩⟩
  · have h0 := congrFun h 0
    simp at h0
  · fin_cases i <;> norm_num [Fin.sum_univ_two]
  · have h0 := congrFun h 0
    simp at h0
  · fin_cases i <;> norm_num [Fin.sum_univ_two]

end

end LeadingMagneticInstability
```

```lean
#print axioms LeadingMagneticInstability.staggered_mode_leads
#print axioms LeadingMagneticInstability.stable_iff
#print axioms LeadingMagneticInstability.leading_mode_uniform
#print axioms LeadingMagneticInstability.negative_coupling_counterexample
```

```
'LeadingMagneticInstability.staggered_mode_leads' depends on axioms: [propext, Classical.choice, Quot.sound]
'LeadingMagneticInstability.stable_iff' depends on axioms: [propext, Classical.choice, Quot.sound]
'LeadingMagneticInstability.leading_mode_uniform' depends on axioms: [propext, Classical.choice, Quot.sound]
'LeadingMagneticInstability.negative_coupling_counterexample' depends on axioms: [propext, Classical.choice, Quot.sound]
```

## How the Lean proofs follow the derivation

In `mode_strength_le`, `Finite.exists_max` selects the site with the largest $|m_i|$, and `hpos` records $m_i^2>0$. The step `hsum` is the identity for $(\mu-c)m_i^2$, and `hle` shows term by term that the sum over $j$ in it is at most zero, treating the diagonal separately. The closing `nlinarith` derives a contradiction from $\mu>c$.

`uniform_mode_leads` combines this bound with the row-sum condition, which is the mode equation for the constant pattern. The nonempty set of sites ensures that this pattern is not zero.

In `staggered_mode_leads`, the step `h'` establishes that $s_im_i$ is a mode of the flipped matrix, after which `mode_strength_le` applies. The `linear_combination` calls insert $s_i^2=1$ where the derivation does.

`landauForm_eq` evaluates the two squared sums in `h1` and `h2`. The second exchanges the order of summation and uses symmetry, which is the statement about column sums. The expansion of the square is `h3`.

`stable_iff` tests the form with the uniform pattern in one direction. In the other, it adds the strictly positive part `hpos` to the nonnegative part `hnn`.

In `leading_mode_iff`, `h0` is the vanishing of the Landau form at $T=c$. Two uses of `Finset.sum_eq_zero_iff_of_nonneg` pass from the vanishing double sum to a single row and then to a single term. The converse compares the sums term by term, with the three cases given above. `leading_mode_uniform` is an induction along the chain supplied by `hconn`, with one equality of moments per link.

`negative_coupling_counterexample` checks both mode equations of the two-site matrix component by component, using `fin_cases` and `norm_num`.
